# First two spectral moments of the coupling L·S between finite-dimensional angular momenta

Let \(L\) and \(S\) be angular momenta on spaces of dimensions \(p\) and \(q\), with \(L^2=a\) and \(S^2=b\) for scalars \(a,b\). In units \(\hbar=1\), the coupling \(L\cdot S=\sum_i L_i\otimes S_i\) satisfies

\[
\operatorname{tr}(L\cdot S)=0,\qquad \operatorname{tr}\big((L\cdot S)^2\big)=\frac{a\,b\,p\,q}{3}.
\]

Neither Hermiticity nor irreducibility is assumed.

## Finite dimension

The orbital and spin spaces each have finitely many basis states, as for one electron in a single subshell, such as 2p. The derivation uses this through cyclicity, \(\operatorname{tr}(AB)=\operatorname{tr}(BA)\); the proof uses it through `trace_mul_comm` and `trace_mul_cycle`. On an infinite-dimensional space these traces need not exist.

In Lean 4 with Mathlib:

```lean
import Mathlib

open Matrix
open scoped Kronecker

noncomputable section

namespace SpinOrbitTraces

variable {m n : Type*} [Fintype m] [Fintype n]
```

The index types `m` and `n` label the basis states, so \(p\) and \(q\) are `Fintype.card m` and `Fintype.card n`.

## The commutation relations of L

These relations say that the three matrices generate rotations. The indices 0, 1, 2 stand for \(x,y,z\).

```lean
/-- The angular momentum commutation relations for three matrices, in units of `ħ`. -/
structure IsAngularMomentum (J : Fin 3 → Matrix n n ℂ) : Prop where
  xy : J 0 * J 1 - J 1 * J 0 = Complex.I • J 2
  yz : J 1 * J 2 - J 2 * J 1 = Complex.I • J 0
  zx : J 2 * J 0 - J 0 * J 2 = Complex.I • J 1
```

The squared length, the coupling and the total angular momentum are defined for arbitrary triples of matrices; `⊗ₖ` is the Kronecker product.

```lean
/-- The squared length `J² = J_x² + J_y² + J_z²`. -/
def casimir (J : Fin 3 → Matrix n n ℂ) : Matrix n n ℂ := ∑ i, J i * J i

/-- The coupling `L·S` on the product space of the orbital and spin degrees of freedom. -/
def spinOrbit (L : Fin 3 → Matrix m m ℂ) (S : Fin 3 → Matrix n n ℂ) :
    Matrix (m × n) (m × n) ℂ := ∑ i, L i ⊗ₖ S i

/-- The total angular momentum `J = L ⊗ 1 + 1 ⊗ S`. -/
def total [DecidableEq m] [DecidableEq n]
    (L : Fin 3 → Matrix m m ℂ) (S : Fin 3 → Matrix n n ℂ) (i : Fin 3) :
    Matrix (m × n) (m × n) ℂ := L i ⊗ₖ 1 + 1 ⊗ₖ S i
```

Suppose \([A,B]=iC\). Taking the trace gives \(i\operatorname{tr}C=\operatorname{tr}(AB)-\operatorname{tr}(BA)=0\), so every component is traceless.

```lean
/-- If `[A, B] = i C`, then `C` is traceless. -/
theorem trace_eq_zero_of_comm {A B C : Matrix n n ℂ}
    (h : A * B - B * A = Complex.I • C) : C.trace = 0 := by
  have h' := congrArg Matrix.trace h
  rw [Matrix.trace_sub, Matrix.trace_mul_comm A B, sub_self, Matrix.trace_smul,
    smul_eq_mul] at h'
  exact (mul_eq_zero.mp h'.symm).resolve_left Complex.I_ne_zero
```

Multiplying by \(A\) or \(B\) before taking the trace gives

\[
i\operatorname{tr}(CA)=\operatorname{tr}(ABA)-\operatorname{tr}(BAA)=0,\qquad
i\operatorname{tr}(CB)=\operatorname{tr}(ABB)-\operatorname{tr}(BAB)=0.
\]

```lean
/-- If `[A, B] = i C`, then `C` is trace-orthogonal to both `A` and `B`. -/
theorem trace_mul_eq_zero_of_comm {A B C : Matrix n n ℂ}
    (h : A * B - B * A = Complex.I • C) : (C * A).trace = 0 ∧ (C * B).trace = 0 := by
  have hA := congrArg (fun M => (M * A).trace) h
  have hB := congrArg (fun M => (M * B).trace) h
  simp only [sub_mul, Matrix.trace_sub, Matrix.smul_mul, Matrix.trace_smul,
    smul_eq_mul] at hA hB
  -- cyclicity makes the two terms of each commutator cancel
  rw [Matrix.trace_mul_cycle B A A, sub_self] at hA
  rw [Matrix.trace_mul_cycle A B B, sub_self] at hB
  exact ⟨(mul_eq_zero.mp hA.symm).resolve_left Complex.I_ne_zero,
    (mul_eq_zero.mp hB.symm).resolve_left Complex.I_ne_zero⟩
```

If also \([B,C]=iA\), then

\[
i\operatorname{tr}(C^2)=\operatorname{tr}(ABC)-\operatorname{tr}(BAC)
=\operatorname{tr}(BCA)-\operatorname{tr}(CBA)=i\operatorname{tr}(A^2).
\]

In the proof, `c₁` and `c₂` are the two cyclic shifts, and `linear_combination` assembles the chain.

```lean
/-- If `[A, B] = i C` and `[B, C] = i A`, then `C²` and `A²` have the same trace. -/
theorem trace_sq_eq_of_comm {A B C : Matrix n n ℂ}
    (h₁ : A * B - B * A = Complex.I • C) (h₂ : B * C - C * B = Complex.I • A) :
    (C * C).trace = (A * A).trace := by
  have hC := congrArg (fun M => (M * C).trace) h₁
  have hA := congrArg (fun M => (M * A).trace) h₂
  simp only [sub_mul, Matrix.trace_sub, Matrix.smul_mul, Matrix.trace_smul,
    smul_eq_mul] at hC hA
  have c₁ := Matrix.trace_mul_cycle B C A
  have c₂ := Matrix.trace_mul_cycle B A C
  apply mul_left_cancel₀ Complex.I_ne_zero
  linear_combination hA - hC - c₁ - c₂
```

Applied around the cycle, these facts make the three \(\operatorname{tr}(J_i^2)\) equal. Their sum is \(\operatorname{tr}(J^2)\), hence

\[
\operatorname{tr}(J_iJ_j)=\delta_{ij}\,\frac{\operatorname{tr}(J^2)}{3}.
\]

The proof checks the nine index pairs with `fin_cases`.

```lean
/-- Isotropy of the second moments of an angular momentum `J`: `tr(J_i J_j) = δ_ij tr(J²)/3`. -/
theorem IsAngularMomentum.trace_mul {J : Fin 3 → Matrix n n ℂ}
    (h : IsAngularMomentum J) (i j : Fin 3) :
    (J i * J j).trace = if i = j then (casimir J).trace / 3 else 0 := by
  obtain ⟨h20, h21⟩ := trace_mul_eq_zero_of_comm h.xy
  obtain ⟨h01, h02⟩ := trace_mul_eq_zero_of_comm h.yz
  obtain ⟨h12, h10⟩ := trace_mul_eq_zero_of_comm h.zx
  have e₂ := trace_sq_eq_of_comm h.xy h.yz
  have e₁ := trace_sq_eq_of_comm h.yz h.zx
  have hs : (casimir J).trace / 3 = (J 0 * J 0).trace := by
    simp only [casimir, Fin.sum_univ_three, Matrix.trace_add]
    linear_combination (1 / 3 : ℂ) * e₂ - (1 / 3 : ℂ) * e₁
  fin_cases i <;> fin_cases j <;>
    simp [hs, h20, h21, h01, h02, h12, h10, e₂, e₁.symm]
```

The trace of a Kronecker product factorises, so \(\operatorname{tr}(L\cdot S)=\sum_i\operatorname{tr}(L_i)\operatorname{tr}(S_i)=0\). Only `hL` is needed.

```lean
/-- The coupling `L·S` is traceless when `L` is an angular momentum, for any matrices `S`. -/
theorem trace_spinOrbit {L : Fin 3 → Matrix m m ℂ} (hL : IsAngularMomentum L)
    (S : Fin 3 → Matrix n n ℂ) : (spinOrbit L S).trace = 0 := by
  simp only [spinOrbit, Fin.sum_univ_three, Matrix.trace_add, Matrix.trace_kronecker,
    trace_eq_zero_of_comm hL.xy, trace_eq_zero_of_comm hL.yz,
    trace_eq_zero_of_comm hL.zx, zero_mul, add_zero]
```

If neither triple obeys the relations, both results can fail: for \(1\times1\) matrices with \(L_0=S_0=1\) and all other components zero, the two traces are 1 and 1, not 0 and \(1/3\).

## The commutation relations of S

The same condition on \(S\) makes it a spin. It enters the second moment:

\[
\operatorname{tr}\big((L\cdot S)^2\big)=\sum_{i,j}\operatorname{tr}(L_iL_j)\operatorname{tr}(S_iS_j)
=3\cdot\frac{\operatorname{tr}(L^2)}{3}\cdot\frac{\operatorname{tr}(S^2)}{3}.
\]

The `simp only` step expands the square, factorises the traces and inserts `trace_mul` for both triples.

```lean
variable [DecidableEq m] [DecidableEq n]

/-- For any two angular momenta, `tr((L·S)²) = tr(L²) tr(S²) / 3`. -/
theorem trace_spinOrbit_sq {L : Fin 3 → Matrix m m ℂ} {S : Fin 3 → Matrix n n ℂ}
    (hL : IsAngularMomentum L) (hS : IsAngularMomentum S) :
    (spinOrbit L S ^ 2).trace = (casimir L).trace * (casimir S).trace / 3 := by
  -- the trace factorises into orbital and spin second moments
  simp only [pow_two, spinOrbit, Finset.sum_mul, Finset.mul_sum, Matrix.trace_sum,
    ← Matrix.mul_kronecker_mul, Matrix.trace_kronecker, hL.trace_mul, hS.trace_mul]
  simp
  ring
```

The theorem assumes `hS`, but the calculation by hand would survive without it: isotropy of \(L\) alone reduces the double sum to \(\tfrac13\operatorname{tr}(L^2)\sum_i\operatorname{tr}(S_i^2)\).

## Scalar values of L² and S²

Physically, `ha` and `hb` fix one orbital and one spin quantum number, with \(a=l(l+1)\) and \(b=s(s+1)\); repeated copies of the same multiplet are allowed. By hand, they give \(\operatorname{tr}(L^2)=ap\) and \(\operatorname{tr}(S^2)=bq\), and the proof rewrites with them at the same point. Without them, the formula with \(\operatorname{tr}(L^2)\operatorname{tr}(S^2)/3\) remains.

```lean
/-- For angular momenta with `L² = a` and `S² = b` on spaces of dimensions `p` and `q`,
`tr(L·S) = 0` and `tr((L·S)²) = a b p q / 3`. -/
theorem spinOrbit_moments {L : Fin 3 → Matrix m m ℂ} {S : Fin 3 → Matrix n n ℂ} {a b : ℂ}
    (hL : IsAngularMomentum L) (hS : IsAngularMomentum S)
    (ha : casimir L = a • 1) (hb : casimir S = b • 1) :
    (spinOrbit L S).trace = 0 ∧
      (spinOrbit L S ^ 2).trace = a * b * Fintype.card m * Fintype.card n / 3 := by
  refine ⟨trace_spinOrbit hL S, ?_⟩
  rw [trace_spinOrbit_sq hL hS, ha, hb]
  simp only [Matrix.trace_smul, Matrix.trace_one, smul_eq_mul]
  ring
```

The next identity needs none of these conditions on \(L\) and \(S\) beyond finite size. Since \(L_i\otimes1\) and \(1\otimes S_i\) commute, squaring their sum gives \(L_i^2\otimes1+1\otimes S_i^2+2L_i\otimes S_i\); summing over \(i\) gives \(J^2=L^2+S^2+2L\cdot S\).

```lean
/-- The square of the total angular momentum is `J² = L² + S² + 2 L·S`. -/
theorem casimir_total (L : Fin 3 → Matrix m m ℂ) (S : Fin 3 → Matrix n n ℂ) :
    casimir (total L S) =
      casimir L ⊗ₖ 1 + 1 ⊗ₖ casimir S + (2 : ℂ) • spinOrbit L S := by
  simp only [casimir, total, spinOrbit, Fin.sum_univ_three, add_mul, mul_add,
    ← Matrix.mul_kronecker_mul, one_mul, mul_one, Matrix.add_kronecker,
    Matrix.kronecker_add]
  module
```

## A constant energy and a constant coupling

For one electron in a single subshell, such as 2p, take \(H=E+\xi\,L\cdot S\), where \(E\) is the common energy of the uncoupled states and \(\xi\) stands for the radial average of the spin-orbit interaction. Both are given numbers, not derived from an atomic potential. Expanding,

\[
H^2=E^2+2E\xi\,L\cdot S+\xi^2(L\cdot S)^2,
\]

which is `hsq`; the two moments of \(L\cdot S\) then give the traces.

```lean
/-- For angular momenta with `L² = a` and `S² = b` on spaces of dimensions `p` and `q`, the matrix
`H = E + ξ L·S` has `tr H = p q E` and `tr(H²) = p q (E² + ξ² a b / 3)`. -/
theorem fineStructure_moments {L : Fin 3 → Matrix m m ℂ} {S : Fin 3 → Matrix n n ℂ}
    {a b : ℂ} (hL : IsAngularMomentum L) (hS : IsAngularMomentum S)
    (ha : casimir L = a • 1) (hb : casimir S = b • 1) (E ξ : ℂ) :
    (E • 1 + ξ • spinOrbit L S).trace = Fintype.card m * Fintype.card n * E ∧
      ((E • 1 + ξ • spinOrbit L S) ^ 2).trace =
        Fintype.card m * Fintype.card n * (E ^ 2 + ξ ^ 2 * (a * b) / 3) := by
  obtain ⟨h₁, h₂⟩ := spinOrbit_moments hL hS ha hb
  have hsq : (E • 1 + ξ • spinOrbit L S) ^ 2 =
      (E ^ 2) • 1 + (2 * E * ξ) • spinOrbit L S + (ξ ^ 2) • spinOrbit L S ^ 2 := by
    rw [pow_two (E • 1 + ξ • spinOrbit L S), pow_two (spinOrbit L S)]
    simp only [add_mul, mul_add, smul_mul_assoc, mul_smul_comm, one_mul, mul_one]
    module
  constructor
  · simp only [Matrix.trace_add, Matrix.trace_smul, Matrix.trace_one, h₁, smul_eq_mul,
      Fintype.card_prod, Nat.cast_mul]
    ring
  · rw [hsq]
    simp only [Matrix.trace_add, Matrix.trace_smul, Matrix.trace_one, h₁, h₂, smul_eq_mul,
      Fintype.card_prod, Nat.cast_mul]
    ring
```

For real \(E\) and \(\xi\) and nonzero \(p\) and \(q\), dividing by \(pq\) gives mean \(E\) and variance \(\xi^2ab/3\). In this model the coupling therefore leaves the degeneracy-weighted mean of the levels at \(E\). When \(\xi\), \(a\) and \(b\) are all nonzero, the variance is nonzero, so the levels are split. If \(\xi\) varied between states, it could not be taken outside the trace.

## Spin 1/2 satisfies the conditions

Half the Pauli matrices, \(S_i=\sigma_i/2\), meet the conditions on \(S\) with \(b=3/4\).

```lean
/-- The spin-1/2 matrices, one half of the Pauli matrices. -/
def spinHalf : Fin 3 → Matrix (Fin 2) (Fin 2) ℂ :=
  ![!![0, 1 / 2; 1 / 2, 0], !![0, -Complex.I / 2; Complex.I / 2, 0],
    !![1 / 2, 0; 0, -1 / 2]]
```

By hand, \(\sigma_0\sigma_1=i\sigma_2=-\sigma_1\sigma_0\) gives \([S_0,S_1]=iS_2\), and cyclically for the others; each \(S_i^2=1/4\), so the sum is \(3/4\). The proof compares matrix entries, using \(i^2=-1\) where needed.

```lean
/-- The spin-1/2 matrices satisfy the commutation relations and have square `3/4`. -/
theorem spinHalf_witness :
    IsAngularMomentum spinHalf ∧ casimir spinHalf = (3 / 4 : ℂ) • 1 := by
  refine ⟨⟨?_, ?_, ?_⟩, ?_⟩ <;> ext i j <;> fin_cases i <;> fin_cases j <;>
    simp [spinHalf, casimir, Fin.sum_univ_three] <;>
    first
      | ring1
      | linear_combination (1 / 2 : ℂ) * Complex.I_sq
      | linear_combination (-1 / 2 : ℂ) * Complex.I_sq
      | linear_combination (1 / 4 : ℂ) * Complex.I_sq
      | linear_combination (-1 / 4 : ℂ) * Complex.I_sq

end SpinOrbitTraces
```

```lean
#print axioms SpinOrbitTraces.casimir_total
-- 'SpinOrbitTraces.casimir_total' depends on axioms: [propext, Classical.choice, Quot.sound]
#print axioms SpinOrbitTraces.fineStructure_moments
-- 'SpinOrbitTraces.fineStructure_moments' depends on axioms: [propext, Classical.choice, Quot.sound]
```
